# Equalizing the diagonal of a real n × n matrix with at most n − 1 plane rotations

## Two orbitals with different energies

Take two orthonormal real orbitals $e_1,e_2$ with one-electron Hamiltonian

$$A=\begin{pmatrix}a&t\\t&b\end{pmatrix},\qquad a<b.$$

The orbital $\cos\theta\,e_1+\sin\theta\,e_2$ is in general not an eigenstate; its energy expectation value is

$$f(\theta)=a\cos^2\theta+2t\cos\theta\sin\theta+b\sin^2\theta .$$

Since $f(0)=a$ and $f(\pi/2)=b$, continuity gives an angle where $f(\theta)=(a+b)/2$. Rotation preserves the trace, so the orthogonal partner has the same expectation value. The eigenvalues of $A$ are unchanged.

For a real one-electron Hamiltonian in an orthonormal basis of $n$ orbitals, the general result says that $n-1$ such mixings always suffice to give orbitals with equal energy expectation values $e^TAe$, whatever the couplings between the original ones.

## What is stated for n orbitals

Let $A$ be a real $n\times n$ matrix, $n\ge1$. Some product $Q$ of at most $n-1$ plane rotations satisfies $Q^TQ=1$ and

$$(Q^TAQ)_{ii}=\frac{\operatorname{tr}A}{n}\quad\text{for every } i.$$

In `exists_rotations_equalizing_diagonal`, the finite nonempty type `ι` labels the orbitals, `Fintype.card ι` is $n$, and `L.prod` is $Q$, multiplied in list order. The bound reads `L.length + 1 ≤ Fintype.card ι`. `IsPlaneRotation` requires two distinct orbitals $i,j$; the columns of `planeRotation i j θ` are the new orbitals

$$e_i'=\cos\theta\,e_i+\sin\theta\,e_j,\qquad e_j'=-\sin\theta\,e_i+\cos\theta\,e_j,$$

with all others unchanged. Symmetry of $A$ is not assumed, so real symmetric Hamiltonians are included.

A second theorem, `rotation_count_sharp`, shows that the projector onto one basis orbital needs at least $n-1$ rotations. The bound is therefore optimal as a worst case for each $n$, though particular matrices may need fewer.

The theorems concern exact real arithmetic and an orthonormal basis. They do not treat complex Hermitian matrices or rounding errors, and they give existence of the angles without a formula.

## Settling one entry at a time

The new orbitals are orthonormal: $e_i'$ and $e_j'$ have squared norm $\cos^2\theta+\sin^2\theta=1$, their inner product is $-\cos\theta\sin\theta+\sin\theta\cos\theta=0$, and both are orthogonal to the rest. So each rotation $G$ satisfies $G^TG=1$, and $(GH)^TGH=H^T(G^TG)H=1$ extends this to products.

Put $\mu=\operatorname{tr}A/n$. The deviations $A_{ii}-\mu$ sum to zero, so if any is nonzero, there are $i,j$ with $A_{ii}<\mu<A_{jj}$. Rotating in their plane gives

$$(G^TAG)_{ii}=\cos^2\theta\,A_{ii}+\cos\theta\sin\theta\,(A_{ij}+A_{ji})+\sin^2\theta\,A_{jj},$$

which runs from $A_{ii}$ to $A_{jj}$ over a quarter turn and equals $\mu$ at some angle. Diagonal entries outside the plane stay put, and $\operatorname{tr}(G^TAG)=\operatorname{tr}(AGG^T)=\operatorname{tr}A$.

Each rotation thus lowers the number of entries different from $\mu$ by at least one. At most $n$ differ initially. After $n-1$ rotations at most one could differ, and the zero sum of deviations excludes that.

## Spreading one occupied orbital

Let $P=e_pe_p^T$, the density matrix of one electron in orbital $p$. Then $(Q^TPQ)_{ll}=Q_{pl}^2$, and equalizing requires $Q_{pl}^2=1/n$. Row $p$ of $Q$ must have no zero.

That row is $e_p^TQ$, and $e_p^T$ has one nonzero entry. A rotation changes only entries $i$ and $j$ of a row vector; if both vanish they remain zero, and otherwise at most one becomes newly nonzero. After $m$ rotations at most $1+m$ entries are nonzero, so $n\le m+1$.

## The Lean file

```lean
import Mathlib

open Matrix Finset

namespace DiagonalEqualization

noncomputable section

variable {ι : Type*} [Fintype ι] [DecidableEq ι]

/-- The image of the basis orbital `l` under the rotation by `θ` in the plane of
orbitals `i` and `j`. -/
def rotatedOrbital (i j : ι) (θ : ℝ) (l : ι) : ι → ℝ :=
  if l = i then Real.cos θ • Pi.single i 1 + Real.sin θ • Pi.single j 1
  else if l = j then (-Real.sin θ) • Pi.single i 1 + Real.cos θ • Pi.single j 1
  else Pi.single l 1

/-- The matrix whose columns are the rotated orbitals. -/
def planeRotation (i j : ι) (θ : ℝ) : Matrix ι ι ℝ :=
  Matrix.of fun k l => rotatedOrbital i j θ l k

/-- `G` is a rotation by some angle in the plane of two distinct basis orbitals. -/
def IsPlaneRotation (G : Matrix ι ι ℝ) : Prop :=
  ∃ i j θ, i ≠ j ∧ G = planeRotation i j θ

/-- A plane rotation is an orthogonal matrix. -/
theorem planeRotation_orthogonal {i j : ι} (hij : i ≠ j) (θ : ℝ) :
    (planeRotation i j θ)ᵀ * planeRotation i j θ = 1 := by
  have hji := hij.symm
  have cls : ∀ k, k = i ∨ k = j ∨ (k ≠ i ∧ k ≠ j ∧ i ≠ k ∧ j ≠ k) := by
    intro k
    by_cases h : k = i
    · exact Or.inl h
    by_cases h' : k = j
    · exact Or.inr (Or.inl h')
    exact Or.inr (Or.inr ⟨h, h', Ne.symm h, Ne.symm h'⟩)
  ext k l
  change rotatedOrbital i j θ k ⬝ᵥ rotatedOrbital i j θ l = _
  -- each index is `i`, `j`, or a spectator
  rcases cls k with h | h | ⟨a, b, c, d⟩ <;>
    rcases cls l with h' | h' | ⟨a', b', c', d'⟩ <;>
    simp [*, rotatedOrbital, Pi.single_apply, Matrix.one_apply] <;>
    first
      | exact if_congr eq_comm rfl rfl
      | nlinarith [Real.sin_sq_add_cos_sq θ]

/-- A product of plane rotations is an orthogonal matrix. -/
theorem prod_orthogonal (L : List (Matrix ι ι ℝ)) (hL : ∀ G ∈ L, IsPlaneRotation G) :
    L.prodᵀ * L.prod = 1 := by
  induction L with
  | nil => simp
  | cons G L ih =>
    obtain ⟨i, j, θ, hij, hG⟩ := hL G (by simp)
    have h1 : Gᵀ * G = 1 := by rw [hG]; exact planeRotation_orthogonal hij θ
    have h2 := ih fun K hK => hL K (by simp [hK])
    rw [List.prod_cons, Matrix.transpose_mul]
    calc L.prodᵀ * Gᵀ * (G * L.prod) = L.prodᵀ * (Gᵀ * G) * L.prod := by noncomm_ring
      _ = 1 := by rw [h1, mul_one, h2]

/-- If the diagonal entries at `i` and `j` lie below and above `μ`, some rotation in their
plane makes entry `i` equal to `μ` and leaves the diagonal entries outside the plane alone. -/
theorem exists_levelling_angle (A : Matrix ι ι ℝ) {i j : ι} {μ : ℝ}
    (hi : A i i < μ) (hj : μ < A j j) :
    ∃ θ, ((planeRotation i j θ)ᵀ * A * planeRotation i j θ) i i = μ ∧
      ∀ l, l ≠ i → l ≠ j →
        ((planeRotation i j θ)ᵀ * A * planeRotation i j θ) l l = A l l := by
  have entry : ∀ θ l, ((planeRotation i j θ)ᵀ * A * planeRotation i j θ) l l =
      rotatedOrbital i j θ l ⬝ᵥ A *ᵥ rotatedOrbital i j θ l := by
    intro θ l
    rw [Matrix.mul_assoc]
    rfl
  let f : ℝ → ℝ := fun θ => Real.cos θ ^ 2 * A i i
    + Real.cos θ * Real.sin θ * (A i j + A j i) + Real.sin θ ^ 2 * A j j
  have hf : Continuous f := by fun_prop
  -- the entry runs continuously from `A i i` to `A j j` over a quarter turn
  have hmem : μ ∈ Set.Icc (f 0) (f (Real.pi / 2)) := by
    constructor
    · simp [f, hi.le]
    · simp [f, hj.le]
  obtain ⟨θ, -, hθ⟩ := intermediate_value_Icc (by positivity) hf.continuousOn hmem
  refine ⟨θ, ?_, ?_⟩
  · rw [entry, ← hθ]
    simp [f, rotatedOrbital, add_dotProduct, Matrix.mulVec_add, Matrix.mulVec_smul]
    ring
  · intro l h1 h2
    rw [entry]
    simp [rotatedOrbital, h1, h2]

/-- If the mean diagonal entry is `μ` and at most `m + 1` diagonal entries differ from `μ`,
then `m` plane rotations suffice to make them all equal to `μ`. -/
theorem equalize_of_card_le (μ : ℝ) (m : ℕ) : ∀ A : Matrix ι ι ℝ,
    A.trace = Fintype.card ι * μ → (univ.filter fun i => A i i ≠ μ).card ≤ m + 1 →
    ∃ L : List (Matrix ι ι ℝ), (∀ G ∈ L, IsPlaneRotation G) ∧ L.length ≤ m ∧
      ∀ i, (L.prodᵀ * A * L.prod) i i = μ := by
  have neg : ∀ f : ι → ℝ, ∑ i, f i = 0 → (∃ k, f k ≠ 0) → ∃ i, f i < 0 := by
    rintro f hs ⟨k, hk⟩
    by_contra! h
    exact hk ((Finset.sum_eq_zero_iff_of_nonneg fun i _ => h i).1 hs k (mem_univ k))
  induction m with
  | zero =>
    intro A ht hc
    refine ⟨[], by simp, by simp, ?_⟩
    by_contra! hne
    obtain ⟨k, hk⟩ := hne
    have hk' : A k k ≠ μ := by simpa using hk
    have hs : ∑ i, (A i i - μ) = 0 := by
      have h : ∑ i, A i i = Fintype.card ι * μ := ht
      simp [Finset.sum_sub_distrib, h]
    obtain ⟨i, hi⟩ := neg _ hs ⟨k, sub_ne_zero.2 hk'⟩
    obtain ⟨j, hj⟩ := neg (fun i => -(A i i - μ)) (by rw [Finset.sum_neg_distrib, hs, neg_zero])
      ⟨k, neg_ne_zero.2 (sub_ne_zero.2 hk')⟩
    have hij : i = j := Finset.card_le_one.1 hc i
      (by simp only [mem_filter, mem_univ, true_and]; intro h; linarith) j
      (by simp only [mem_filter, mem_univ, true_and]; intro h; linarith)
    subst hij
    linarith
  | succ m ih =>
    intro A ht hc
    by_cases hall : ∀ i, A i i = μ
    · exact ⟨[], by simp, by simp, by simpa using hall⟩
    push Not at hall
    obtain ⟨k, hk⟩ := hall
    have hs : ∑ i, (A i i - μ) = 0 := by
      have h : ∑ i, A i i = Fintype.card ι * μ := ht
      simp [Finset.sum_sub_distrib, h]
    obtain ⟨i, hi⟩ := neg _ hs ⟨k, sub_ne_zero.2 hk⟩
    obtain ⟨j, hj⟩ := neg (fun i => -(A i i - μ)) (by rw [Finset.sum_neg_distrib, hs, neg_zero])
      ⟨k, neg_ne_zero.2 (sub_ne_zero.2 hk)⟩
    have hi' : A i i < μ := by linarith
    have hj' : μ < A j j := by linarith
    have hij : i ≠ j := by
      rintro rfl
      linarith
    obtain ⟨θ, h1, h2⟩ := exists_levelling_angle A hi' hj'
    have hO := mul_eq_one_comm.1 (planeRotation_orthogonal hij θ)
    set G := planeRotation i j θ with hG
    have htr : (Gᵀ * A * G).trace = Fintype.card ι * μ := by
      rw [Matrix.trace_mul_comm, ← Matrix.mul_assoc, hO, Matrix.one_mul, ht]
    -- entry `i` is settled and no settled entry is disturbed
    have hsub : (univ.filter fun l => (Gᵀ * A * G) l l ≠ μ) ⊆
        (univ.filter fun l => A l l ≠ μ).erase i := by
      intro l hl
      simp only [mem_filter, mem_univ, true_and, mem_erase] at hl ⊢
      have hli : l ≠ i := by
        rintro rfl
        exact hl h1
      refine ⟨hli, ?_⟩
      by_cases hlj : l = j
      · rw [hlj]
        exact hj'.ne'
      · rwa [h2 l hli hlj] at hl
    have hcard := Finset.card_le_card hsub
    rw [Finset.card_erase_of_mem (by simp [hi'.ne])] at hcard
    obtain ⟨L, hL, hlen, hd⟩ := ih (Gᵀ * A * G) htr (by omega)
    refine ⟨G :: L, ?_, by simp [hlen], ?_⟩
    · intro K hK
      rcases List.mem_cons.1 hK with h | h
      · exact ⟨i, j, θ, hij, h.trans hG⟩
      · exact hL K h
    · intro l
      rw [← hd l, List.prod_cons, Matrix.transpose_mul]
      simp only [Matrix.mul_assoc]

/-- Any real square matrix of size `n ≥ 1`, symmetric or not, is brought by an orthogonal
product of at most `n - 1` plane rotations to a form with all diagonal entries `tr A / n`. -/
theorem exists_rotations_equalizing_diagonal [Nonempty ι] (A : Matrix ι ι ℝ) :
    ∃ L : List (Matrix ι ι ℝ), (∀ G ∈ L, IsPlaneRotation G) ∧
      L.length + 1 ≤ Fintype.card ι ∧ L.prodᵀ * L.prod = 1 ∧
      ∀ i, (L.prodᵀ * A * L.prod) i i = A.trace / Fintype.card ι := by
  have hpos : 0 < Fintype.card ι := Fintype.card_pos
  have hne : (Fintype.card ι : ℝ) ≠ 0 := by exact_mod_cast hpos.ne'
  have hc := Finset.card_le_univ (univ.filter fun i => A i i ≠ A.trace / Fintype.card ι)
  obtain ⟨L, hL, hlen, hd⟩ := equalize_of_card_le (A.trace / Fintype.card ι)
    (Fintype.card ι - 1) A (by field_simp) (by omega)
  exact ⟨L, hL, by omega, prod_orthogonal L hL, hd⟩

/-- A product of plane rotations enlarges the number of orbitals on which a row vector is
nonzero by at most the number of rotations. -/
theorem card_support_le (L : List (Matrix ι ι ℝ)) (hL : ∀ G ∈ L, IsPlaneRotation G) :
    ∀ v : ι → ℝ, (univ.filter fun l => (v ᵥ* L.prod) l ≠ 0).card ≤
      (univ.filter fun l => v l ≠ 0).card + L.length := by
  induction L with
  | nil => intro v; simp
  | cons G L ih =>
    intro v
    obtain ⟨i, j, θ, hij, rfl⟩ := hL G (by simp)
    have h := ih (fun K hK => hL K (by simp [hK])) (v ᵥ* planeRotation i j θ)
    have entry : ∀ l, (v ᵥ* planeRotation i j θ) l = v ⬝ᵥ rotatedOrbital i j θ l :=
      fun l => rfl
    have other : ∀ l, l ≠ i → l ≠ j → (v ᵥ* planeRotation i j θ) l = v l := by
      intro l h1 h2
      rw [entry]
      simp [rotatedOrbital, h1, h2]
    have hj : v i = 0 → v j = 0 → (v ᵥ* planeRotation i j θ) j = 0 := by
      intro h1 h2
      rw [entry]
      simp [rotatedOrbital, hij.symm, dotProduct_add, h1, h2]
    -- at most one of the two mixed orbitals is new to the support
    have step : ∃ a, (univ.filter fun l => (v ᵥ* planeRotation i j θ) l ≠ 0) ⊆
        insert a (univ.filter fun l => v l ≠ 0) := by
      by_cases hi : v i = 0
      · refine ⟨i, fun l hl => ?_⟩
        simp only [mem_filter, mem_univ, true_and, mem_insert] at hl ⊢
        by_cases h1 : l = i
        · exact Or.inl h1
        refine Or.inr fun h0 => hl ?_
        by_cases h2 : l = j
        · rw [h2] at h0 ⊢
          exact hj hi h0
        · rw [other l h1 h2, h0]
      · refine ⟨j, fun l hl => ?_⟩
        simp only [mem_filter, mem_univ, true_and, mem_insert] at hl ⊢
        by_cases h2 : l = j
        · exact Or.inl h2
        refine Or.inr fun h0 => ?_
        by_cases h1 : l = i
        · exact hi (h1 ▸ h0)
        · exact hl (by rw [other l h1 h2, h0])
    obtain ⟨a, ha⟩ := step
    have h' := (Finset.card_le_card ha).trans (Finset.card_insert_le _ _)
    rw [List.prod_cons, ← Matrix.vecMul_vecMul, List.length_cons]
    omega

/-- For the projector onto a single basis orbital `p`, equalizing the diagonal takes at least
`n - 1` plane rotations. -/
theorem rotation_count_sharp (p : ι) (L : List (Matrix ι ι ℝ))
    (hL : ∀ G ∈ L, IsPlaneRotation G)
    (hd : ∀ i, (L.prodᵀ * (Matrix.diagonal (Pi.single p 1) : Matrix ι ι ℝ) * L.prod) i i =
      (Matrix.diagonal (Pi.single p 1) : Matrix ι ι ℝ).trace / Fintype.card ι) :
    Fintype.card ι ≤ L.length + 1 := by
  have hpos : 0 < Fintype.card ι := Fintype.card_pos_iff.2 ⟨p⟩
  have hne : (Fintype.card ι : ℝ) ≠ 0 := by exact_mod_cast hpos.ne'
  -- the rotated diagonal holds the squares of row `p`, so that row has no zero
  have hrow : ∀ l, ((Pi.single p 1 : ι → ℝ) ᵥ* L.prod) l ≠ 0 := by
    intro l h0
    have h0' : L.prod p l = 0 := by simpa using h0
    have h := hd l
    rw [Matrix.mul_apply] at h
    simp [Matrix.mul_diagonal, Matrix.trace_diagonal, Pi.single_apply, h0'] at h
    exact hne (by simp [h])
  have h := card_support_le L hL (Pi.single p 1)
  rw [Finset.filter_true_of_mem fun l _ => hrow l, Finset.card_univ] at h
  have hs : (univ.filter fun l => (Pi.single p 1 : ι → ℝ) l ≠ 0) ⊆ {p} := by
    intro l hl
    simpa [Pi.single_apply] using hl
  have h1 := Finset.card_le_card hs
  rw [Finset.card_singleton] at h1
  omega

end

end DiagonalEqualization
```

```lean
#print axioms DiagonalEqualization.exists_rotations_equalizing_diagonal
-- 'DiagonalEqualization.exists_rotations_equalizing_diagonal' depends on axioms: [propext, Classical.choice, Quot.sound]
#print axioms DiagonalEqualization.rotation_count_sharp
-- 'DiagonalEqualization.rotation_count_sharp' depends on axioms: [propext, Classical.choice, Quot.sound]
```

## How the proof follows the argument

`planeRotation_orthogonal` checks inner products of columns, splitting each index into $i$, $j$ or a spectator. `prod_orthogonal` extends this by induction on the list.

`exists_levelling_angle` writes a diagonal entry as $e^TAe$ for a rotated orbital $e$ and applies `intermediate_value_Icc` to `f` between $0$ and $\pi/2$.

`equalize_of_card_le` is the induction: with at most $m+1$ unsettled entries, $m$ rotations suffice. Its auxiliary `neg` finds a negative term in a zero sum that has a nonzero term; applied to the deviations and to their negatives, it supplies $i$ and $j$. The inclusion `hsub` shows that $i$ leaves the unsettled set and nothing enters. The induction hypothesis then treats $G^TAG$, and $G$ is put at the front of the list. The main theorem takes $m=n-1$.

`card_support_le` follows a row vector through the list. Its `step` names the one possible new site: $i$ if $v_i=0$, otherwise $j$. `rotation_count_sharp` applies this to $e_p^T$, after `hrow` has shown that row $p$ has no zero.
